# Even radial moments of the lowest-Landau-level orbitals z^m exp(−|z|²/4)

The theorem `radialMoment_self` concerns a single particle in the plane, in the unnormalised lowest-Landau-level orbital z^m exp(−|z|²/4), with lengths in units of the magnetic length. It states that the diagonal matrix element of r^(2k), the integral of |z|^(2k) times the squared modulus of the orbital, equals 2π 2^(m+k) (m+k)! for all natural numbers k and m. Dividing by the squared norm, which is the case k = 0, gives the normalised expectation value 2^k (m+k)!/m!. The proof first rewrites the integrand as the real function |z|^(2(m+k)) exp(−|z|²/2), then evaluates its integral by `planar_moment` and the value of the Gamma function at a positive integer.

This version doesn't compile in Lean 4 with Mathlib:

```lean
import Mathlib

open MeasureTheory ComplexConjugate
open scoped Real

namespace RadialMomentSelf

noncomputable section

/-- The lowest-level orbital `z^m exp(-|z|²/4)`, in units of the magnetic length. -/
def orbital (m : ℕ) (z : ℂ) : ℂ := z ^ m * ((Real.exp (-‖z‖ ^ 2 / 4) : ℝ) : ℂ)

/-- The integrand `|z|^(2k) conj(f z) g z` of a matrix element of `r^(2k)`. -/
def momentDensity (k : ℕ) (f g : ℂ → ℂ) (z : ℂ) : ℂ :=
  ((‖z‖ ^ (2 * k) : ℝ) : ℂ) * (conj (f z) * g z)

/-- The matrix element of `r^(2k)` between two wavefunctions on the plane; for `k = 0` it is their
`L²` inner product. This reading requires the integral to converge; otherwise Lean gives the value
`0`. -/
def radialMoment (k : ℕ) (f g : ℂ → ℂ) : ℂ := ∫ z : ℂ, momentDensity k f g z

/-- The moments of the Gaussian `exp(-|z|²/2)` over the plane, in terms of the
Gamma function. -/
theorem planar_moment (N : ℕ) :
    ∫ z : ℂ, ‖z‖ ^ N * Real.exp (-‖z‖ ^ 2 / 2) =
      2 * π / 2 * (1 / 2 : ℝ) ^ (-((N : ℝ) + 2) / 2) * Real.Gamma (((N : ℝ) + 2) / 2) := by
  have hN : (0 : ℝ) ≤ N := Nat.cast_nonneg N
  have h := Complex.integral_rpow_mul_exp_neg_mul_rpow (p := 2) (q := (N : ℝ))
    (by norm_num) (by linarith) (b := 1 / 2) (by norm_num)
  refine Eq.trans (integral_congr_ae (.of_forall fun z => ?_)) h
  simp only [Real.rpow_natCast, Real.rpow_two]
  congr 2
  ring

/-- The modulus of an orbital is `|z|^m exp(-|z|²/4)`. -/
theorem norm_orbital (m : ℕ) (z : ℂ) :
    ‖orbital m z‖ = ‖z‖ ^ m * Real.exp (-‖z‖ ^ 2 / 4) := by
  simp only [orbital, norm_mul, norm_pow, Complex.norm_real, Real.norm_eq_abs, Real.abs_exp]

/-- The diagonal element of `r^(2k)` in orbital `m` is `2π 2^(m+k) (m+k)!`;
for `k = 0` this is the squared norm. -/
theorem radialMoment_self (k m : ℕ) :
    radialMoment k (orbital m) (orbital m) =
      2 * (π : ℂ) * 2 ^ (m + k) * ((m + k).factorial : ℂ) := by
  have hd : ∀ z : ℂ, momentDensity k (orbital m) (orbital m) z =
      ((‖z‖ ^ (2 * (m + k)) * Real.exp (-‖z‖ ^ 2 / 2) : ℝ) : ℂ) := by
    intro z
    have he : Real.exp (-‖z‖ ^ 2 / 2) = Real.exp (-‖z‖ ^ 2 / 4) ^ 2 := by
      rw [pow_two, ← Real.exp_add]
      congr 1
      ring
    rw [momentDensity, Complex.conj_mul', norm_orbital, he]
    simp only [Complex.ofReal_mul, Complex.ofReal_pow]
    ring
  have hr : ∫ z : ℂ, ‖z‖ ^ (2 * (m + k)) * Real.exp (-‖z‖ ^ 2 / 2) =
      2 * π * 2 ^ (m + k) * ((m + k).factorial : ℝ) := by
    generalize m + k = j
    rw [planar_moment,
      show -(((2 * j : ℕ) : ℝ) + 2) / 2 = -((j + 1 : ℕ) : ℝ) by push_cast; ring,
      show (((2 * j : ℕ) : ℝ) + 2) / 2 = (j : ℝ) + 1 by push_cast; ring,
      Real.Gamma_nat_eq_factorial, Real.rpow_neg (by norm_num), Real.rpow_natCast,
      one_div, inv_pow, inv_inv, pow_succ]
    ring
  unfold radialMoment
  simp only [hd]
  rw [integral_complex_ofReal, hr]
  push_cast
  ring

end

end RadialMomentSelf
```

Messages:

```
Main.lean:49:19: error: Tactic `rewrite` failed: Did not find an occurrence of the pattern
  rexp ?x * rexp ?y
in the target expression
  rexp (-(‖z‖ * ‖z‖) / 2) = rexp (-(‖z‖ * ‖z‖) / 4) ^ 2

k m : ℕ
z : ℂ
⊢ rexp (-(‖z‖ * ‖z‖) / 2) = rexp (-(‖z‖ * ‖z‖) / 4) ^ 2
```

The mended proof, as a diff:

```diff
@@ -47,5 +47,5 @@
     intro z
     have he : Real.exp (-‖z‖ ^ 2 / 2) = Real.exp (-‖z‖ ^ 2 / 4) ^ 2 := by
-      rw [pow_two, ← Real.exp_add]
+      rw [pow_two (Real.exp _), ← Real.exp_add]
       congr 1
       ring
```

Cause. The error is in the auxiliary identity `he`, which says that exp(−|z|²/2) is the square of exp(−|z|²/4). The step `rw [pow_two, ← Real.exp_add]` was meant to turn that square into a product of two exponentials and then merge them into one.

With no argument given, `pow_two` can rewrite any square, and `rw` fixes the base at the first match it finds. Here that was `‖z‖ ^ 2`, inside the exponents. The goal in the message shows the result: `‖z‖ * ‖z‖` appears on both sides, while the outer square of the exponential is untouched. There is then no product of exponentials for `← Real.exp_add` to rewrite, and Lean reports that the pattern `rexp ?x * rexp ?y` is missing.

The repair writes `pow_two (Real.exp _)`, which requires the base to be an exponential. Only the outer square fits, so it becomes the needed product and `← Real.exp_add` applies. The unchanged `congr 1` and `ring` then prove that the exponents agree.
